# Spins 1/2 with mirrored offsets and matching couplings give a real, even signal

When a strongly coupled multiplet is simulated with the reference frequency at its centre, a mirror symmetry of the spin system makes the undamped signal real and even in time. A cosine transform of its values at $t\ge 0$ then replaces the complex Fourier transform, and the negative-frequency half of the spectrum is a mirror image of the positive half.

The symmetry is a permutation $s$ of the spins with

$$v_{s(i)}=-v_i,\qquad J_{s(i)s(j)}=J_{ij},$$

where $v_i$ are the real offsets from the centre and $J_{ij}=J_{ji}$ the real scalar couplings. Every spin with a nonzero offset then has a partner on the other side of the centre, a spin at the centre may be its own partner, and the partners are coupled alike. The claim concerns

$$S(t)=\operatorname{tr}\!\left(F_-e^{-itH}F_+e^{itH}\right),\qquad H=\sum_i v_iI_{iz}+\sum_{i<j}J_{ij}\,\mathbf I_i\cdot\mathbf I_j .$$

Here $\hbar=1$, and both $v$ and $J$ are angular frequencies, so a coupling quoted in hertz enters multiplied by $2\pi$.

```lean
import Mathlib

open Matrix

namespace MirrorMultiplet

noncomputable section

variable {n : ℕ}
```

## Spins, Hamiltonian and signal

A configuration $a$ assigns 0 (up) or 1 (down) to each of the $n$ spins. Operators are complex matrices indexed by configurations.

```lean
/-- Operators on `n` spins 1/2, as matrices in the basis of up/down configurations. -/
abbrev Op (n : ℕ) := Matrix (Fin n → Fin 2) (Fin n → Fin 2) ℂ
```

The one-spin matrices are $I_x,I_y,I_z$, half the Pauli matrices, numbered 0, 1, 2.

```lean
/-- The one-spin matrices of `Ix`, `Iy`, `Iz`, numbered 0, 1, 2. -/
def spin : Fin 3 → Matrix (Fin 2) (Fin 2) ℂ :=
  ![!![0, 1 / 2; 1 / 2, 0], !![0, -(Complex.I / 2); Complex.I / 2, 0],
    !![1 / 2, 0; 0, -(1 / 2)]]
```

Component $c$ of spin $i$ acts at site $i$ and as the identity elsewhere, so its matrix element is a product over sites $k$ of one-spin elements between $a_k$ and $b_k$.

```lean
/-- Component `c` of spin `i`: the tensor product of `spin c` at site `i` with identities. -/
def spinOp (c : Fin 3) (i : Fin n) : Op n :=
  Matrix.of fun a b => ∏ k, (if k = i then spin c else 1) (a k) (b k)
```

The scalar coupling is $\mathbf I_i\cdot\mathbf I_j=\sum_c I_{ic}I_{jc}$.

```lean
/-- The scalar coupling operator `Ii.Ij`. -/
def dot (i j : Fin n) : Op n := ∑ c, spinOp c i * spinOp c j
```

The Hamiltonian uses each pair once. Diagonal entries $J_{ii}$ never enter it and may be set to zero.

```lean
/-- The Hamiltonian `∑ v_i Iiz + ∑_{i<j} J_ij Ii.Ij`. -/
def hamiltonian (v : Fin n → ℝ) (J : Fin n → Fin n → ℝ) : Op n :=
  ∑ i, (v i : ℂ) • spinOp 2 i + ∑ i, ∑ j, if i < j then (J i j : ℂ) • dot i j else 0
```

Both ladder operators have the form $L(z)=\sum_i(I_{ix}+zI_{iy})$, with $F_\pm=L(\pm i)$.

```lean
/-- The operator `∑ (Iix + z Iiy)`, which is `F+` for `z = i` and `F-` for `z = -i`. -/
def ladder (z : ℂ) : Op n := ∑ i, (spinOp 0 i + z • spinOp 1 i)
```

The propagator is the matrix exponential $E(t)=e^{-itH}$.

```lean
/-- The propagator `exp(-itH)`. -/
def evol (v : Fin n → ℝ) (J : Fin n → Fin n → ℝ) (t : ℝ) : Op n :=
  NormedSpace.exp ((-(Complex.I * (t : ℂ))) • hamiltonian v J)
```

The signal is $S(t)=\operatorname{tr}(F_-E(t)F_+E(-t))$. It is unnormalised: $S(0)=n2^{n-1}$, so for $n\ge1$ division by this number makes it start at 1.

```lean
/-- The signal `trace(F- exp(-itH) F+ exp(itH))`. -/
def signal (v : Fin n → ℝ) (J : Fin n → Fin n → ℝ) (t : ℝ) : ℂ :=
  trace (ladder (-Complex.I) * evol v J t * ladder Complex.I * evol v J (-t))
```

## The mirror operator

Permute the sites and turn every spin over: $(\pi a)_k=\overline{a_{s(k)}}$, where the bar exchanges up and down. This map of configurations is invertible.

```lean
/-- Relabelling of configurations: permute the sites by `s` and turn every spin over. -/
def flipPerm (s : Equiv.Perm (Fin n)) : Equiv.Perm (Fin n → Fin 2) where
  toFun a := fun k => (a (s k)).rev
  invFun a := fun k => (a (s.symm k)).rev
  left_inv a := by funext k; simp
  right_inv a := by funext k; simp
```

Its permutation matrix $U$, with $U_{ab}=1$ if $b=\pi a$ and 0 otherwise, is the mirror operator.

```lean
/-- The mirror operator: the site permutation `s` combined with a flip of all spins. -/
def mirror (s : Equiv.Perm (Fin n)) : Op n :=
  Matrix.of fun a b => if b = flipPerm s a then 1 else 0
```

Turning a spin over is a half-turn (180°) about the $x$ axis, up to a phase. It gives $I_x,I_y,I_z$ the signs $\varepsilon=(1,-1,-1)$, which the code calls `parity`.

```lean
/-- The signs of `Ix`, `Iy`, `Iz` under a flip of the spin. -/
def parity : Fin 3 → ℂ := ![1, -1, -1]
```

## Relabelling the pairs

A permutation may reverse the order of a pair, so the coupling must be symmetric. In the product $I_{ic}I_{jc}$, the two factors at each site are either equal or include an identity, so they commute. Hence $\mathbf I_i\cdot\mathbf I_j=\mathbf I_j\cdot\mathbf I_i$. The step `key` writes the product site by site, and `split_ifs` goes through the cases.

```lean
/-- The scalar coupling is symmetric in the two spins. -/
theorem dot_comm (i j : Fin n) : dot i j = dot j i := by
  refine Finset.sum_congr rfl fun c _ => ?_
  ext a b
  -- products of tensor products are taken site by site
  have key : ∀ i j : Fin n, (spinOp c i * spinOp c j) a b =
      ∏ k, ((if k = i then spin c else 1) * (if k = j then spin c else 1)) (a k) (b k) := by
    intro i j
    simp only [spinOp, Matrix.mul_apply, Matrix.of_apply, Finset.prod_univ_sum,
      Fintype.piFinset_univ, Finset.prod_mul_distrib]
  rw [key, key]
  refine Finset.prod_congr rfl fun k _ => ?_
  split_ifs <;> simp
```

For symmetric $g_{ij}$,

$$2\sum_{i<j}g_{ij}=\sum_{i\ne j}g_{ij}=\sum_{i\neq j}g_{s(i)s(j)}=2\sum_{i<j}g_{s(i)s(j)} .$$

The outer equalities are `key`, the middle one is `hp`, and the last line halves the result.

```lean
/-- A sum over pairs of spins of a symmetric quantity is unchanged by relabelling the spins. -/
theorem sum_pairs_perm (s : Equiv.Perm (Fin n)) (g : Fin n → Fin n → Op n)
    (hg : ∀ i j, g i j = g j i) :
    (∑ i, ∑ j, if i < j then g (s i) (s j) else 0) = ∑ i, ∑ j, if i < j then g i j else 0 := by
  -- twice the sum over pairs is the sum over all i ≠ j
  have key : ∀ g : Fin n → Fin n → Op n, (∀ i j, g i j = g j i) →
      (∑ i, ∑ j, if i = j then 0 else g i j) =
        (∑ i, ∑ j, if i < j then g i j else 0) + ∑ i, ∑ j, if i < j then g i j else 0 := by
    intro g hg
    have h1 : (∑ i, ∑ j, if j < i then g i j else 0) =
        ∑ i, ∑ j, if i < j then g i j else 0 := by
      rw [Finset.sum_comm]
      exact Finset.sum_congr rfl fun i _ => Finset.sum_congr rfl fun j _ => by rw [hg j i]
    calc (∑ i, ∑ j, if i = j then 0 else g i j)
        = ∑ i, ∑ j, ((if i < j then g i j else 0) + if j < i then g i j else 0) := by
          refine Finset.sum_congr rfl fun i _ => Finset.sum_congr rfl fun j _ => ?_
          rcases lt_trichotomy i j with h | h | h
          · simp [h, h.ne, not_lt_of_ge h.le]
          · simp [h]
          · simp [h, h.ne', not_lt_of_ge h.le]
      _ = _ := by
          simp only [Finset.sum_add_distrib]
          rw [h1]
  have hp : (∑ i, ∑ j, if i = j then 0 else g (s i) (s j)) =
      ∑ i, ∑ j, if i = j then 0 else g i j := by
    refine Eq.trans ?_ (Equiv.sum_comp s (fun i => ∑ j, if i = j then 0 else g i j))
    refine Finset.sum_congr rfl fun i _ => ?_
    refine Eq.trans ?_ (Equiv.sum_comp s (fun j => if s i = j then 0 else g (s i) j))
    exact Finset.sum_congr rfl fun j _ => by simp
  rw [key g hg, key (fun i j => g (s i) (s j)) (fun i j => hg _ _)] at hp
  linear_combination (norm := module) (1 / 2 : ℂ) • hp
```

## How the mirror acts on spins and energy

Multiplication by $U$ relabels matrix indices: $(UM)_{ab}=M_{\pi a,b}$ and $(MU)_{a,\pi b}=M_{ab}$.

```lean
/-- The mirror operator acts on matrix elements by relabelling the configurations. -/
theorem mirror_apply (s : Equiv.Perm (Fin n)) (M : Op n) (a b : Fin n → Fin 2) :
    (mirror s * M) a b = M (flipPerm s a) b ∧ (M * mirror s) a (flipPerm s b) = M a b := by
  constructor <;> simp [mirror, Matrix.mul_apply]
```

Turning over both indices of a one-spin matrix multiplies it by $\varepsilon_c$. Applying this at site $i$ and reindexing the product over sites by $s$ gives

$$U I_{ic}=\varepsilon_c\,I_{s(i)c}\,U .$$

`SemiconjBy` expresses a relation of this form, $UX=YU$.

```lean
/-- The mirror operator carries each component of spin `i` to the same component of spin `s i`,
up to the sign `parity`. -/
theorem mirror_spin (s : Equiv.Perm (Fin n)) (c : Fin 3) (i : Fin n) :
    SemiconjBy (mirror s) (spinOp c i) (parity c • spinOp c (s i)) := by
  have r0 : Fin.rev (0 : Fin 2) = 1 := rfl
  have r1 : Fin.rev (1 : Fin 2) = 0 := rfl
  have hs : ∀ p q, spin c p.rev q.rev = parity c * spin c p q := by
    intro p q
    fin_cases c <;> fin_cases p <;> fin_cases q <;> simp [spin, parity, r0, r1]
  show mirror s * spinOp c i = _ * mirror s
  ext a b
  obtain ⟨b, rfl⟩ := (flipPerm s).surjective b
  rw [(mirror_apply s _ a _).1, (mirror_apply s _ a b).2]
  calc spinOp c i (flipPerm s a) (flipPerm s b)
      = ∏ k, ((if k = i then parity c else 1) *
          (if s k = s i then spin c else 1) (a (s k)) (b (s k))) := by
        simp only [spinOp, Matrix.of_apply]
        refine Finset.prod_congr rfl fun k _ => ?_
        by_cases h : k = i
        · simp [h, flipPerm, hs]
        · simp [h, flipPerm, Matrix.one_apply]
    _ = (parity c • spinOp c (s i)) a b := by
        rw [Finset.prod_mul_distrib,
          Equiv.prod_comp s (fun m => (if m = s i then spin c else 1) (a m) (b m))]
        simp [spinOp]
```

In the coupling the signs square to 1, so $U\,\mathbf I_i\cdot\mathbf I_j=\mathbf I_{s(i)}\cdot\mathbf I_{s(j)}\,U$. Invariance of $J$ and the pair relabelling then return the original sum. In the Zeeman term the sign of $I_z$ cancels the reversal of the offsets:

$$U\sum_i v_iI_{iz}=-\sum_i v_iI_{s(i)z}U=\sum_i v_{s(i)}I_{s(i)z}U=\sum_i v_iI_{iz}U .$$

Therefore $UH=HU$. The steps `hd` and `hz` are these two calculations.

```lean
/-- If `s` reverses the offsets and preserves the symmetric couplings, the mirror operator
commutes with the Hamiltonian. -/
theorem mirror_hamiltonian {v : Fin n → ℝ} {J : Fin n → Fin n → ℝ} {s : Equiv.Perm (Fin n)}
    (hsym : ∀ i j, J i j = J j i) (hv : ∀ i, v (s i) = -v i)
    (hJ : ∀ i j, J (s i) (s j) = J i j) : Commute (mirror s) (hamiltonian v J) := by
  have hdot : ∀ i j, mirror s * dot i j = dot (s i) (s j) * mirror s := by
    intro i j
    simp only [dot, Finset.mul_sum, Finset.sum_mul]
    refine Finset.sum_congr rfl fun c _ => ?_
    have hc : parity c * parity c = 1 := by fin_cases c <;> simp [parity]
    rw [((mirror_spin s c i).mul_right (mirror_spin s c j)).eq, smul_mul_smul_comm, hc, one_smul]
  have p2 : parity 2 = -1 := rfl
  have hz : mirror s * ∑ i, (v i : ℂ) • spinOp 2 i =
      (∑ i, (v i : ℂ) • spinOp 2 i) * mirror s := by
    rw [Finset.mul_sum, ← Equiv.sum_comp s (fun i => (v i : ℂ) • spinOp 2 i), Finset.sum_mul]
    refine Finset.sum_congr rfl fun i _ => ?_
    rw [mul_smul_comm, (mirror_spin s 2 i).eq, p2]
    simp only [hv, Complex.ofReal_neg, neg_smul, one_smul, neg_mul, smul_neg, smul_mul_assoc]
  have hd : mirror s * (∑ i, ∑ j, if i < j then (J i j : ℂ) • dot i j else 0) =
      (∑ i, ∑ j, if i < j then (J i j : ℂ) • dot i j else 0) * mirror s := by
    conv_rhs => rw [← sum_pairs_perm s (fun i j => (J i j : ℂ) • dot i j)
      (fun i j => by simp only [hsym i j, dot_comm i j])]
    simp only [Finset.mul_sum, Finset.sum_mul]
    refine Finset.sum_congr rfl fun i _ => Finset.sum_congr rfl fun j _ => ?_
    split_ifs
    · rw [mul_smul_comm, hdot i j, hJ i j, smul_mul_assoc]
    · rw [mul_zero, zero_mul]
  show mirror s * hamiltonian v J = hamiltonian v J * mirror s
  rw [hamiltonian, mul_add, add_mul, hz, hd]
```

Since only $I_y$ changes sign in $L(z)$, $U L(z)=L(-z)U$. The mirror exchanges $F_+$ and $F_-$.

```lean
/-- The mirror operator carries `∑ (Iix + z Iiy)` to `∑ (Iix - z Iiy)`. -/
theorem mirror_ladder (s : Equiv.Perm (Fin n)) (z : ℂ) :
    SemiconjBy (mirror s) (ladder z) (ladder (-z)) := by
  have p0 : parity 0 = 1 := rfl
  have p1 : parity 1 = -1 := rfl
  show mirror s * ladder z = ladder (-z) * mirror s
  rw [ladder, ladder, Finset.mul_sum,
    ← Equiv.sum_comp s (fun i => spinOp 0 i + (-z) • spinOp 1 i), Finset.sum_mul]
  refine Finset.sum_congr rfl fun i _ => ?_
  rw [mul_add, mul_smul_comm, (mirror_spin s 0 i).eq, (mirror_spin s 1 i).eq, p0, p1]
  simp only [one_smul, neg_smul, neg_mul, smul_neg, add_mul, smul_mul_assoc]
```

## Conjugation and time reversal

$H$ is Hermitian, so $E(t)^\dagger=E(-t)$, and $F_+^\dagger=F_-$. With cyclicity of the trace,

$$\overline{S(t)}=\operatorname{tr}(E(t)F_-E(-t)F_+)=\operatorname{tr}(F_-E(-t)F_+E(t))=S(-t).$$

This needs no mirror symmetry. The steps `hH`, `hE` and `hL` supply the three adjoints.

```lean
/-- Complex conjugation of the signal reverses time, for all real offsets and couplings. -/
theorem star_signal (v : Fin n → ℝ) (J : Fin n → Fin n → ℝ) (t : ℝ) :
    star (signal v J t) = signal v J (-t) := by
  have hS : ∀ c (i : Fin n), (spinOp c i)ᴴ = spinOp c i := by
    intro c i
    have hs : (spin c)ᴴ = spin c := by
      ext p q
      fin_cases c <;> fin_cases p <;> fin_cases q <;> simp [spin, neg_div]
    ext a b
    simp only [Matrix.conjTranspose_apply, spinOp, Matrix.of_apply, star_prod]
    refine Finset.prod_congr rfl fun k _ => ?_
    split_ifs
    · exact congrFun (congrFun hs (a k)) (b k)
    · exact congrFun (congrFun Matrix.conjTranspose_one (a k)) (b k)
  have hdot : ∀ i j : Fin n, (dot i j)ᴴ = dot i j := by
    intro i j
    simp only [dot, Matrix.conjTranspose_sum, Matrix.conjTranspose_mul, hS]
    exact dot_comm j i
  have hH : (hamiltonian v J)ᴴ = hamiltonian v J := by
    simp only [hamiltonian, Matrix.conjTranspose_add, Matrix.conjTranspose_sum]
    congr 1
    · refine Finset.sum_congr rfl fun i _ => ?_
      rw [Matrix.conjTranspose_smul, hS, Complex.star_def, Complex.conj_ofReal]
    · refine Finset.sum_congr rfl fun i _ => Finset.sum_congr rfl fun j _ => ?_
      split_ifs
      · rw [Matrix.conjTranspose_smul, hdot, Complex.star_def, Complex.conj_ofReal]
      · exact Matrix.conjTranspose_zero
  -- the adjoint of the propagator runs backwards in time
  have hE : ∀ t, (evol v J t)ᴴ = evol v J (-t) := by
    intro t
    have hs : star (-(Complex.I * (t : ℂ))) = -(Complex.I * ((-t : ℝ) : ℂ)) := by
      simp
    rw [evol, evol, ← Matrix.exp_conjTranspose, Matrix.conjTranspose_smul, hH, hs]
  have hL : ∀ z, (ladder z : Op n)ᴴ = ladder (star z) := by
    intro z
    simp only [ladder, Matrix.conjTranspose_sum, Matrix.conjTranspose_add,
      Matrix.conjTranspose_smul, hS]
  have hI : star Complex.I = -Complex.I := Complex.conj_I
  rw [signal, signal, ← Matrix.trace_conjTranspose, Matrix.conjTranspose_mul,
    Matrix.conjTranspose_mul, Matrix.conjTranspose_mul, hE, hE, hL, hL, Matrix.trace_mul_comm]
  simp only [star_neg, hI, neg_neg, mul_assoc]
```

## The signal is real and even

Because $U$ commutes with $H$, it commutes with $E(t)$. Conjugating the trace by $U$ exchanges the ladder operators, and cyclicity finishes the step:

$$S(t)=\operatorname{tr}(F_+E(t)F_-E(-t))=\operatorname{tr}(F_-E(-t)F_+E(t))=S(-t).$$

Together with $\overline{S(t)}=S(-t)$ this makes $S(t)$ real. In the code, `h` assembles the conjugation and `htr` shows that it preserves the trace.

The theorem reads: for any number of spins, if $J$ is symmetric (`hsym`), $s$ reverses the offsets (`hv`) and $s$ preserves the couplings (`hJ`), then at every real $t$ the imaginary part of $S(t)$ vanishes and $S(-t)=S(t)$. For one spin the hypotheses force $v=0$, and $S(t)=1$ is a single line at the centre.

In terms of an orthonormal basis of eigenvectors of $H$, with members $x,y$ and energies $E_x,E_y$,

$$S(t)=\sum_{x,y}|\langle x|F_+|y\rangle|^2e^{-i(E_x-E_y)t},$$

so evenness means equal total intensity at opposite frequencies. The step from this undamped signal to a recorded spectrum, with relaxation and imperfect pulses, needs separate assumptions.

```lean
/-- If a permutation of the spins reverses all offsets and preserves the symmetric couplings,
the signal `trace(F- exp(-itH) F+ exp(itH))` is real and even in time. -/
theorem signal_real_even {v : Fin n → ℝ} {J : Fin n → Fin n → ℝ} {s : Equiv.Perm (Fin n)}
    (hsym : ∀ i j, J i j = J j i) (hv : ∀ i, v (s i) = -v i)
    (hJ : ∀ i j, J (s i) (s j) = J i j) (t : ℝ) :
    (signal v J t).im = 0 ∧ signal v J (-t) = signal v J t := by
  have hE : ∀ t, SemiconjBy (mirror s) (evol v J t) (evol v J t) := fun t =>
    ((mirror_hamiltonian hsym hv hJ).smul_right (-(Complex.I * (t : ℂ)))).exp_right
  have h := (((mirror_ladder s (-Complex.I)).mul_right (hE t)).mul_right
    (mirror_ladder s Complex.I)).mul_right (hE (-t))
  -- relabelling the configurations leaves the trace unchanged
  have htr : ∀ X Y : Op n, SemiconjBy (mirror s) X Y → trace X = trace Y := by
    intro X Y hXY
    calc trace X = ∑ a, X (flipPerm s a) (flipPerm s a) :=
          (Equiv.sum_comp (flipPerm s) (fun a => X a a)).symm
      _ = ∑ a, Y a a := Finset.sum_congr rfl fun a _ => by
          rw [← (mirror_apply s X a (flipPerm s a)).1, hXY.eq, (mirror_apply s Y a a).2]
      _ = trace Y := rfl
  have heven : signal v J (-t) = signal v J t := by
    rw [signal, signal, htr _ _ h]
    simp only [neg_neg]
    rw [mul_assoc (ladder Complex.I * evol v J t),
      Matrix.trace_mul_comm (ladder Complex.I * evol v J t)]
    simp only [mul_assoc]
  exact ⟨Complex.conj_eq_iff_im.mp ((star_signal v J t).trans heven), heven⟩
```

## The AB pair

Two spins with offsets $\delta$ and $-\delta$ are exchanged by the swap, whatever their coupling $J$. Diagonalising $H$ gives, with $R=\sqrt{4\delta^2+J^2}>0$,

$$S(t)=2\Big(1+\tfrac JR\Big)\cos\tfrac{(R-J)t}{2}+2\Big(1-\tfrac JR\Big)\cos\tfrac{(R+J)t}{2}.$$

When $\delta$ and $J$ are both nonzero, these are four lines in two pairs, each pair at opposite frequencies with equal intensities. At $J=0$ the signal reduces to $4\cos\delta t$. The Lean statement for the pair asserts the reality and evenness of $S$, while this closed form is a separate textbook calculation.

```lean
/-- Two coupled spins with opposite offsets `δ` and `-δ` give a real and even signal for
every coupling `J`. -/
theorem signal_AB (δ J t : ℝ) :
    (signal ![δ, -δ] (fun _ _ => J) t).im = 0 ∧
    signal ![δ, -δ] (fun _ _ => J) (-t) = signal ![δ, -δ] (fun _ _ => J) t :=
  signal_real_even (s := Equiv.swap (0 : Fin 2) 1) (fun _ _ => rfl)
    (fun i => by fin_cases i <;> simp) (fun _ _ => rfl) t

end

end MirrorMultiplet
```

```lean
#print axioms MirrorMultiplet.signal_real_even
#print axioms MirrorMultiplet.signal_AB
```

```
'MirrorMultiplet.signal_real_even' depends on axioms: [propext, Classical.choice, Quot.sound]
'MirrorMultiplet.signal_AB' depends on axioms: [propext, Classical.choice, Quot.sound]
```
